# Richardson extrapolation with n+1 distinct noise scale factors: exact for polynomials of degree at most n, with an explicit error at degree n+1

Suppose a quantum computer returns the expectation value $E(x)$ of an observable at noise strength $x$, and the noise can be doubled deliberately, which gives $E(2x)$. If $E(t)=a+bt+dt^2$, then

$$2E(x)-E(2x) = (2a+2bx+2dx^2)-(a+2bx+4dx^2) = a-2dx^2 .$$

The linear term cancels. The noiseless value $E(0)=a$ remains, with an error that comes only from the quadratic term.

With $n+1$ distinct scale factors $c_0,\dots,c_n$ in place of $1$ and $2$, suitable weights cancel the powers $t,\dots,t^n$. For polynomial $E$ of degree at most $n+1$, the remaining error has a closed form. This bears on zero-noise extrapolation of molecular energies from quantum hardware, in a model where a single parameter describes the noise, the scale factors are known exactly and the expectation values carry no sampling error.

## Weights and estimate

```lean
import Mathlib

open Polynomial

namespace RichardsonExtrapolation

noncomputable section
```

Mathlib is Lean's mathematics library. Opening `Polynomial` makes the notation `ℝ[X]` available for real polynomials. In such a polynomial `X` is the variable, `C a` is the constant $a$, and `P.eval t` is the number $P(t)$.

```lean
/-- The Richardson weight of the `j`-th noise scale factor, the product of `c m / (c m - c j)` over
all `m ≠ j`; it is meant for distinct scale factors. -/
def weight {n : ℕ} (c : Fin (n + 1) → ℝ) (j : Fin (n + 1)) : ℝ :=
  ∏ m ∈ Finset.univ.erase j, c m / (c m - c j)
```

The type `Fin (n + 1)` contains the indices $0,\dots,n$, so `c : Fin (n + 1) → ℝ` is the list of scale factors. The definition reads

$$g_j=\prod_{m\neq j}\frac{c_m}{c_m-c_j},$$

where `Finset.univ.erase j` means "all indices except $j$". For $c=(1,2)$ this gives $g_0=2$ and $g_1=-1$, as above. For $n=0$ the product is empty and the single weight is $1$.

The order of subtraction matters. Writing $c_j-c_m$ in the denominators multiplies every weight by $(-1)^n$. A check with three scale factors would not notice, whereas with two the estimate would have the wrong sign.

```lean
/-- The zero-noise estimate: the weighted sum of the expectation values `E` measured at the
amplified noise strengths `c j * x`, for distinct scale factors `c j`. -/
def estimate {n : ℕ} (c : Fin (n + 1) → ℝ) (E : ℝ → ℝ) (x : ℝ) : ℝ :=
  ∑ j, weight c j * E (c j * x)
```

This is $\sum_j g_j\,E(c_jx)$. Here `E : ℝ → ℝ` is any real function of the noise strength; neither a circuit nor a noise channel is modelled.

In a calculation, one might run a circuit $U$ and the folded circuits $UU^\dagger U$ and $UU^\dagger UU^\dagger U$, and treat them as having noise scale factors $1,3,5$. The weights are then $15/8$, $-5/4$ and $3/8$, and the estimate is the sum of the three measured averages with these weights. If the averages have independent statistical errors of equal size, the error of the sum is about $2.3$ times as large.

## Exactness through degree n

```lean
/-- Each Richardson weight is the Lagrange basis polynomial of its scale factor, evaluated
at zero noise. -/
theorem weight_eq_basis {n : ℕ} (c : Fin (n + 1) → ℝ) (j : Fin (n + 1)) :
    weight c j = (Lagrange.basis Finset.univ c j).eval 0 := by
  unfold weight Lagrange.basis
  rw [eval_prod]
  apply Finset.prod_congr rfl
  intro m _
  simp only [Lagrange.basisDivisor, eval_mul, eval_C, eval_sub, eval_X]
  rw [← neg_sub (c j) (c m), div_neg, div_eq_mul_inv]
  ring
```

A Lean theorem lists its data and hypotheses, then states its claim after a colon; the proof follows `:=`. This one identifies the weights with the Lagrange basis polynomials

$$L_j(t)=\prod_{m\ne j}\frac{t-c_m}{c_j-c_m},$$

which, for distinct scale factors, equal $1$ at $c_j$ and $0$ at the other nodes. At $t=0$ each factor is $-c_m/(c_j-c_m)=c_m/(c_m-c_j)$, so $L_j(0)=g_j$. The proof compares the two products factor by factor. Distinctness is not assumed here because Lean sets division by zero to zero, which makes both sides agree even for coinciding factors.

```lean
/-- For distinct scale factors, the weighted sum of the values of a polynomial of degree at
most `n` at the scale factors is its value at zero. -/
theorem sum_weight_eval {n : ℕ} {c : Fin (n + 1) → ℝ} (hc : Function.Injective c)
    (P : ℝ[X]) (hP : P.natDegree ≤ n) :
    ∑ j, weight c j * P.eval (c j) = P.eval 0 := by
  have hd : P.degree < (Finset.univ : Finset (Fin (n + 1))).card := by
    rw [Finset.card_univ, Fintype.card_fin]
    exact (degree_le_of_natDegree_le hP).trans_lt (by exact_mod_cast Nat.lt_succ_self n)
  -- the polynomial is its own interpolant; read it off at zero
  have h := congrArg (eval 0) (Lagrange.eq_interpolate hc.injOn hd)
  rw [Lagrange.interpolate_apply, eval_finsetSum] at h
  rw [h]
  apply Finset.sum_congr rfl
  intro j _
  rw [weight_eq_basis, eval_mul, eval_C, mul_comm]
```

The hypothesis `hc : Function.Injective c` says that the scale factors are distinct, and `P.natDegree ≤ n` says that $P$ has degree at most $n$. The claim is $\sum_j g_jP(c_j)=P(0)$.

By hand, the polynomial $P-\sum_jP(c_j)L_j$ has degree at most $n$ and vanishes at $n+1$ distinct points, so it is zero. Hence

$$P(t)=\sum_jP(c_j)L_j(t),$$

and setting $t=0$ gives the claim. In Lean, `Lagrange.eq_interpolate` supplies the interpolation identity, and `congrArg (eval 0)` evaluates both sides at zero.

```lean
/-- For distinct scale factors, if the expectation value is a polynomial of degree at most `n` in
the noise strength, then Richardson extrapolation recovers the zero-noise value without error. -/
theorem estimate_exact {n : ℕ} {c : Fin (n + 1) → ℝ} (hc : Function.Injective c)
    (P : ℝ[X]) (hP : P.natDegree ≤ n) (x : ℝ) :
    estimate c (fun t => P.eval t) x = P.eval 0 := by
  have hQ : (P.comp (C x * X)).natDegree ≤ n :=
    calc (P.comp (C x * X)).natDegree
        ≤ P.natDegree * (C x * X).natDegree := natDegree_comp_le
      _ ≤ P.natDegree * 1 := Nat.mul_le_mul_left _
          ((natDegree_C_mul_le x X).trans natDegree_X.le)
      _ ≤ n := by omega
  have h := sum_weight_eval hc _ hQ
  simp only [eval_comp, eval_mul, eval_C, eval_X, mul_zero] at h
  unfold estimate
  simpa only [mul_comm x] using h
```

Now the noise strength $x$ enters. The expression `fun t => P.eval t` is the function $t\mapsto P(t)$, and the claim is $\sum_jg_jP(c_jx)=P(0)$ for every real $x$.

Define $Q(t)=P(xt)$, written in Lean as `P.comp (C x * X)`. Its degree is at most $n$, which the `calc` chain establishes. Since $Q(c_j)=P(c_jx)$ and $Q(0)=P(0)$, the previous theorem applied to $Q$ gives the result.

## The first power that survives

```lean
/-- For distinct scale factors, a noise dependence `t ^ (n + 1)` leaves the residual
`(-1) ^ n * x ^ (n + 1)` times the product of the scale factors. -/
theorem estimate_monomial {n : ℕ} {c : Fin (n + 1) → ℝ} (hc : Function.Injective c) (x : ℝ) :
    estimate c (fun t => t ^ (n + 1)) x = (-1) ^ n * x ^ (n + 1) * ∏ j, c j := by
  have hN : (Lagrange.nodal Finset.univ c).degree = ((n + 1 : ℕ) : WithBot ℕ) := by
    rw [Lagrange.degree_nodal, Finset.card_univ, Fintype.card_fin]
  -- subtracting the nodal polynomial cancels the top power
  have hlt := degree_sub_lt_left (p := (X : ℝ[X]) ^ (n + 1)) (q := Lagrange.nodal Finset.univ c)
    (by rw [degree_X_pow, hN]) (pow_ne_zero _ X_ne_zero)
    (by rw [(monic_X_pow (n + 1)).leadingCoeff, Lagrange.nodal_monic.leadingCoeff])
  rw [degree_X_pow] at hlt
  have hdeg : ((X : ℝ[X]) ^ (n + 1) - Lagrange.nodal Finset.univ c).natDegree ≤ n :=
    natDegree_le_iff_coeff_eq_zero.mpr fun N hn =>
      coeff_eq_zero_of_degree_lt (hlt.trans_le (Nat.cast_le.mpr (Nat.succ_le_of_lt hn)))
  have h := sum_weight_eval hc _ hdeg
  have hs : ∀ j, ((X : ℝ[X]) ^ (n + 1) - Lagrange.nodal Finset.univ c).eval (c j)
      = c j ^ (n + 1) := by
    intro j
    rw [eval_sub, eval_pow, eval_X, Lagrange.eval_nodal_at_node (Finset.mem_univ j), sub_zero]
  have hp : ∏ j, (0 - c j) = (-1) ^ (n + 1) * ∏ j, c j := by
    have h1 : ∀ j, 0 - c j = (-1) * c j := fun j => by ring
    simp only [h1, Finset.prod_mul_distrib, Finset.prod_const, Finset.card_univ,
      Fintype.card_fin]
  simp only [hs] at h
  rw [eval_sub, eval_pow, eval_X, Lagrange.eval_nodal, zero_pow (Nat.succ_ne_zero n), hp] at h
  -- restore the physical noise strength
  have hx : estimate c (fun t => t ^ (n + 1)) x
      = x ^ (n + 1) * ∑ j, weight c j * c j ^ (n + 1) := by
    unfold estimate
    rw [Finset.mul_sum]
    apply Finset.sum_congr rfl
    intro j _
    ring
  rw [hx, h]
  ring
```

For $E(t)=t^{n+1}$, whose noiseless value is zero, the estimate is

$$(-1)^n x^{n+1}\prod_jc_j .$$

The derivation uses the nodal polynomial $N(t)=\prod_j(t-c_j)$. Both $t^{n+1}$ and $N(t)$ have degree $n+1$ and leading coefficient $1$, so $R(t)=t^{n+1}-N(t)$ has degree at most $n$. At the nodes $N$ vanishes and $R(c_j)=c_j^{n+1}$. Exactness for $R$ therefore gives

$$\sum_jg_jc_j^{n+1}=R(0)=-\prod_j(-c_j)=-(-1)^{n+1}\prod_jc_j=(-1)^n\prod_jc_j .$$

Multiplying by $x^{n+1}$ finishes the argument.

The Lean proof takes the same route. `degree_sub_lt_left` lowers the degree, `hs` records the values at the nodes, `hp` extracts the signs from the product, and `hx` pulls out the factor $x^{n+1}$.

```lean
/-- For distinct scale factors and an expectation value polynomial of degree at most `n + 1`
in the noise, the estimate is the zero-noise value plus an explicit error that is
proportional to the coefficient of order `n + 1`. -/
theorem estimate_eq_zero_noise_add_error {n : ℕ} {c : Fin (n + 1) → ℝ}
    (hc : Function.Injective c) (P : ℝ[X]) (hP : P.natDegree ≤ n + 1) (x : ℝ) :
    estimate c (fun t => P.eval t) x
      = P.eval 0 + (-1) ^ n * P.coeff (n + 1) * x ^ (n + 1) * ∏ j, c j := by
  -- split off the top-order term
  have hdeg : (P - C (P.coeff (n + 1)) * X ^ (n + 1)).natDegree ≤ n := by
    rw [natDegree_le_iff_coeff_eq_zero]
    intro N hN
    rw [coeff_sub, coeff_C_mul, coeff_X_pow]
    by_cases h : N = n + 1
    · subst h
      simp
    · rw [if_neg h, coeff_eq_zero_of_natDegree_lt (by omega)]
      ring
  have h1 := estimate_exact hc _ hdeg x
  have h2 := estimate_monomial hc x
  have h3 : estimate c (fun t => (P - C (P.coeff (n + 1)) * X ^ (n + 1)).eval t) x
      = estimate c (fun t => P.eval t) x
        - P.coeff (n + 1) * estimate c (fun t => t ^ (n + 1)) x := by
    unfold estimate
    rw [Finset.mul_sum, ← Finset.sum_sub_distrib]
    apply Finset.sum_congr rfl
    intro j _
    simp only [eval_sub, eval_mul, eval_C, eval_pow, eval_X]
    ring
  rw [h3, h2, eval_sub, eval_mul, eval_C, eval_pow, eval_X,
    zero_pow (Nat.succ_ne_zero n)] at h1
  linear_combination h1
```

This theorem combines the two results. Let $P$ have degree at most $n+1$, and let $k$ be its coefficient of $t^{n+1}$, in Lean `P.coeff (n + 1)`. Then

$$\sum_jg_jP(c_jx)=P(0)+(-1)^n k\,x^{n+1}\prod_jc_j .$$

Write $P(t)=S(t)+k\,t^{n+1}$, where $S$ has degree at most $n$. The estimate is linear in the function, so $S$ contributes $S(0)=P(0)$ and the last term contributes $k$ times the residual just computed. In the proof, `hdeg` bounds the degree of $S$, `h3` is the linearity, and `linear_combination h1` completes the algebra.

For $n=1$, $c=(1,2)$ and $k=d$, the error is $-2dx^2$, as in the opening example. If one scale factor is zero, the error vanishes: that measurement is already noiseless, and it receives weight $1$ while the others receive $0$.

## What other weights can achieve

```lean
/-- For distinct scale factors, weights that extrapolate every polynomial of degree at most
`n` exactly to zero noise are the Richardson weights. -/
theorem weight_unique {n : ℕ} {c : Fin (n + 1) → ℝ} (hc : Function.Injective c)
    (w : Fin (n + 1) → ℝ)
    (hw : ∀ P : ℝ[X], P.natDegree ≤ n → ∑ j, w j * P.eval (c j) = P.eval 0) :
    w = weight c := by
  funext i
  have hdeg : (Lagrange.basis Finset.univ c i).natDegree ≤ n := by
    have hd := Lagrange.degree_basis (s := Finset.univ) hc.injOn (Finset.mem_univ i)
    apply natDegree_le_of_degree_le
    rw [hd]
    simp
  -- a Lagrange basis polynomial singles out one weight
  rw [weight_eq_basis, ← hw _ hdeg, Finset.sum_eq_single i]
  · rw [Lagrange.eval_basis_self hc.injOn (Finset.mem_univ i), mul_one]
  · intro j _ hj
    rw [Lagrange.eval_basis_of_ne hj.symm (Finset.mem_univ j), mul_zero]
  · intro h
    exact absurd (Finset.mem_univ i) h
```

Suppose weights $w_j$ satisfy $\sum_jw_jP(c_j)=P(0)$ for every polynomial $P$ of degree at most $n$. Then $w_j=g_j$ for all $j$. The hypothesis is stated at $x=1$.

To see this, choose $P=L_i$. All terms except $j=i$ vanish, leaving $w_i=L_i(0)=g_i$. `Finset.sum_eq_single i` is the step that reduces the sum to one term.

```lean
/-- At nonzero noise and with nonzero scale factors, any choice of `n + 1` weights fails to
extrapolate some polynomial of degree `n + 1` to its zero-noise value. -/
theorem no_weights_exact_next_degree {n : ℕ} (c w : Fin (n + 1) → ℝ) (hc : ∀ j, c j ≠ 0)
    {x : ℝ} (hx : x ≠ 0) :
    ∃ P : ℝ[X], P.natDegree = n + 1 ∧ ∑ j, w j * P.eval (c j * x) ≠ P.eval 0 := by
  -- a polynomial that vanishes at every measured noise strength
  refine ⟨Lagrange.nodal Finset.univ (fun j => c j * x), ?_, ?_⟩
  · rw [Lagrange.natDegree_nodal, Finset.card_univ, Fintype.card_fin]
  · have h0 : ∀ j, (Lagrange.nodal Finset.univ (fun j => c j * x)).eval (c j * x) = 0 :=
      fun j => Lagrange.eval_nodal_at_node (v := fun j => c j * x) (Finset.mem_univ j)
    simp only [h0, mul_zero, Finset.sum_const_zero]
    rw [Lagrange.eval_nodal]
    apply Ne.symm
    rw [Finset.prod_ne_zero_iff]
    intro j _
    rw [zero_sub]
    exact neg_ne_zero.mpr (mul_ne_zero (hc j) hx)
```

The symbol `∃` means "there exists". For nonzero scale factors and nonzero $x$, whatever weights $w_j$ are chosen, some polynomial of degree exactly $n+1$ is extrapolated incorrectly.

The polynomial is $P(t)=\prod_j(t-c_jx)$. It vanishes at every measured noise strength, so every weighted sum of the data is zero, while $P(0)=\prod_j(-c_jx)\neq0$. The scale factors need not be distinct here. The `refine` line supplies this polynomial and leaves two tasks: its degree and the inequality.

## Noise dependence that is not polynomial

```lean
/-- Let the scale factors be distinct and let `E` differ from a polynomial of degree at most
`n` by at most `M * |t| ^ (n + 1)` for `|t| ≤ r`, a range containing all measured noise
strengths. Then the extrapolation error obeys the stated bound of order `n + 1` in `x`. -/
theorem estimate_error_bound {n : ℕ} {c : Fin (n + 1) → ℝ} (hc : Function.Injective c)
    (E : ℝ → ℝ) (P : ℝ[X]) (hP : P.natDegree ≤ n) {M r x : ℝ}
    (hE : ∀ t, |t| ≤ r → |E t - P.eval t| ≤ M * |t| ^ (n + 1))
    (hx : ∀ j, |c j * x| ≤ r) :
    |estimate c E x - E 0| ≤ M * |x| ^ (n + 1) * ∑ j, |weight c j| * |c j| ^ (n + 1) := by
  -- the remainder vanishes at zero noise
  have h0 : E 0 = P.eval 0 := by
    have h := hE 0 (by rw [abs_zero]; exact (abs_nonneg _).trans (hx 0))
    rw [abs_zero, zero_pow (Nat.succ_ne_zero n), mul_zero] at h
    have h' := abs_nonpos_iff.mp h
    linarith
  have h1 : estimate c E x - E 0
      = ∑ j, weight c j * (E (c j * x) - P.eval (c j * x)) := by
    rw [h0, ← estimate_exact hc P hP x]
    simp only [estimate, mul_sub, Finset.sum_sub_distrib]
  rw [h1, Finset.mul_sum]
  refine (Finset.abs_sum_le_sum_abs _ _).trans (Finset.sum_le_sum fun j _ => ?_)
  calc |weight c j * (E (c j * x) - P.eval (c j * x))|
      = |weight c j| * |E (c j * x) - P.eval (c j * x)| := abs_mul _ _
    _ ≤ |weight c j| * (M * |c j * x| ^ (n + 1)) :=
        mul_le_mul_of_nonneg_left (hE _ (hx j)) (abs_nonneg _)
    _ = M * |x| ^ (n + 1) * (|weight c j| * |c j| ^ (n + 1)) := by
        rw [abs_mul, mul_pow]
        ring

end

end RichardsonExtrapolation
```

Here $E$ may be any function that stays close to a polynomial $P$ of degree at most $n$:

$$|E(t)-P(t)|\le M|t|^{n+1}\quad\text{for } |t|\le r,$$

where the range must contain all measured strengths $c_jx$. The constant $M$ bounds the departure of $E$ from $P$ in units of $|t|^{n+1}$. It is assumed, not derived from a device model. If $E$ has $n+1$ continuous derivatives on $[-r,r]$, Taylor's theorem provides such a constant, with $P$ the Taylor polynomial at zero.

The conclusion is

$$\Big|\sum_jg_jE(c_jx)-E(0)\Big|\le M|x|^{n+1}\sum_j|g_j||c_j|^{n+1}.$$

At $t=0$ the assumption forces $E(0)=P(0)$. Since the extrapolation is exact for $P$,

$$\sum_jg_jE(c_jx)-E(0)=\sum_jg_j\big(E(c_jx)-P(c_jx)\big).$$

The triangle inequality and the assumed bound, applied to each term, give the result. In Lean, `h0` and `h1` are the first two steps, the `refine` line applies the triangle inequality, and the final `calc` chain bounds each term.

The assumption also covers negative $t$, where a physical noise strength has no meaning. For positive $x$ and $c_j$ this is harmless: one may set $E(t)=P(t)$ for $t<0$, which changes neither the estimate nor $E(0)$.

```lean
#print axioms RichardsonExtrapolation.estimate_eq_zero_noise_add_error
#print axioms RichardsonExtrapolation.weight_unique
#print axioms RichardsonExtrapolation.no_weights_exact_next_degree
#print axioms RichardsonExtrapolation.estimate_error_bound
```

```
'RichardsonExtrapolation.estimate_eq_zero_noise_add_error' depends on axioms: [propext, Classical.choice, Quot.sound]
'RichardsonExtrapolation.weight_unique' depends on axioms: [propext, Classical.choice, Quot.sound]
'RichardsonExtrapolation.no_weights_exact_next_degree' depends on axioms: [propext, Classical.choice, Quot.sound]
'RichardsonExtrapolation.estimate_error_bound' depends on axioms: [propext, Classical.choice, Quot.sound]
```
